# When one supercell lattice contains another: a divisibility test on $\operatorname{adj}(M')M$

A supercell can be described by its edge vectors in space or by integers that count primitive translations. The formal statement uses the integers. A translation is a vector in $\mathbb Z^n$, whose components are its coordinates in the primitive basis, and a supercell is an integer $n\times n$ matrix $M$ whose columns are the supercell vectors. Its lattice is

$$M\mathbb Z^n=\{Mx : x\in\mathbb Z^n\}.$$

In Lean, `n` is a finite index set, and the prose writes $n$ for its size. The lattice `supercellLattice M` is the range of $x\mapsto Mx$, a `Submodule ℤ (n → ℤ)`, and containment is written `≤`. If the cell vectors are stored as rows, the criterion as stated here applies to the transposed matrices.

```lean
import Mathlib

open Matrix

namespace SupercellContainment

variable {n : Type*} [Fintype n] [DecidableEq n]

/-- The lattice `M ℤⁿ` of supercell translations, in coordinates of the primitive cell:
all integer combinations of the columns of `M`. -/
def supercellLattice (M : Matrix n n ℤ) : Submodule ℤ (n → ℤ) :=
  LinearMap.range M.mulVecLin

omit [DecidableEq n] in
/-- A translation belongs to the supercell lattice exactly when it is `M x` for an
integer vector `x`. -/
theorem mem_supercellLattice {M : Matrix n n ℤ} {v : n → ℤ} :
    v ∈ supercellLattice M ↔ ∃ x : n → ℤ, M *ᵥ x = v :=
  ⟨fun ⟨x, hx⟩ => ⟨x, hx⟩, fun ⟨x, hx⟩ => ⟨x, hx⟩⟩
```

The alternative is to work in Cartesian space, with the primitive vectors as columns of a real matrix $A$ and the lattice $AM\mathbb Z^n$. This would bring in lengths and angles, and with them the hypothesis that $A$ is invertible. Since $A$ is then injective, it cancels from both sides of a containment, and the criterion would be the same.

Containment decides whether a periodic pattern fits a simulation cell: a magnetic order or a lattice distortion whose translations are exactly the vectors of $M'\mathbb Z^n$ (so that $M'$ is a primitive cell of the pattern, not a centred one) is compatible with periodic boundary conditions on the cell $M$ exactly when $M\mathbb Z^n\subseteq M'\mathbb Z^n$, provided that the pattern is exactly commensurate with an ideal crystal.

## The pattern's cell has nonzero volume: $\det M'\neq 0$

The number $|\det M'|$ is the volume of the cell $M'$ in units of the primitive cell. The hypothesis $\det M'\ne0$ says that its vectors are linearly independent, so that they span a true cell.

By hand, it enters through a divisibility test for whether a single translation belongs to a lattice. Let $\operatorname{adj}(M)$ be the adjugate, the transposed matrix of cofactors. It has integer entries and satisfies

$$\operatorname{adj}(M)\,M=M\operatorname{adj}(M)=\det(M)\,I,$$

where $I$ is the identity matrix. If $v=Mx$ with $x$ an integer vector, then $\operatorname{adj}(M)v=\det(M)\,x$, so $\det M$ divides every component. Conversely, suppose that $\operatorname{adj}(M)v=\det(M)\,x$ for an integer vector $x$. Multiplying by $M$ gives $\det(M)\,v=\det(M)\,Mx$, and cancelling the nonzero determinant gives $v=Mx$.

The lemma `mem_iff_det_dvd` follows these lines. The "primitive translation" in its docstring is any vector of $\mathbb Z^n$, that is, any lattice translation of the underlying crystal, not only a basis vector of the primitive cell. `choose` collects the quotients into the vector $x$, and `mul_left_cancel₀ hM` is the cancellation, the only place where the hypothesis enters.

```lean
/-- If `det M ≠ 0`, a primitive translation `v` is a translation of the supercell `M` exactly when
`det M` divides every component of `adj(M) v`. -/
theorem mem_iff_det_dvd {M : Matrix n n ℤ} (hM : M.det ≠ 0) (v : n → ℤ) :
    v ∈ supercellLattice M ↔ ∀ i, M.det ∣ (M.adjugate *ᵥ v) i := by
  constructor
  · intro hv i
    obtain ⟨x, rfl⟩ := mem_supercellLattice.1 hv
    refine ⟨x i, ?_⟩
    rw [Matrix.mulVec_mulVec, Matrix.adjugate_mul, Matrix.smul_mulVec, Matrix.one_mulVec]
    rfl
  · intro hd
    choose x hx using hd
    have hx' : M.adjugate *ᵥ v = M.det • x := by
      ext i
      rw [hx i]
      rfl
    -- multiply by `M` and cancel the nonzero determinant
    have h1 : M.det • (M *ᵥ x) = M.det • v := by
      rw [← Matrix.mulVec_smul, ← hx', Matrix.mulVec_mulVec, Matrix.mul_adjugate,
        Matrix.smul_mulVec, Matrix.one_mulVec]
    refine mem_supercellLattice.2 ⟨x, ?_⟩
    ext i
    have h2 := congrFun h1 i
    simp only [Pi.smul_apply, smul_eq_mul] at h2
    exact mul_left_cancel₀ hM h2
```

Without the hypothesis the containment criterion can fail. For $n=2$, take $M'=0$ and $M=I$. Then $\operatorname{adj}(M')M=0$, and every entry is divisible by $\det M'=0$, yet $\mathbb Z^2$ does not lie inside $\{0\}$.

## Supercell vectors are lattice translations: integer entries

Integer entries say that each supercell vector is a translation of the underlying crystal. The type `Matrix n n ℤ` carries this assumption. It makes the adjugate and the determinant integral, so that divisibility is a real condition; among real numbers, every number is divisible by a nonzero determinant.

By hand, containment becomes a factorisation with an integer matrix $Q$. Column $j$ of $M$ is $Me_j$, with $e_j$ the $j$-th unit vector, and so lies in $M\mathbb Z^n$. If $M\mathbb Z^n\subseteq M'\mathbb Z^n$, this column equals $M'q_j$ for some integer vector $q_j$. With the $q_j$ as the columns of $Q$, we get $M=M'Q$. Conversely, $M=M'Q$ gives $Mx=M'(Qx)$, which lies in $M'\mathbb Z^n$.

In the proof, `Pi.single j 1` is $e_j$, and `choose` picks the columns of $Q$. No determinant condition is needed.

```lean
/-- The lattice of `M` lies inside the lattice of `M'` exactly when `M = M' Q` for an
integer matrix `Q`. -/
theorem le_iff_exists_factor {M M' : Matrix n n ℤ} :
    supercellLattice M ≤ supercellLattice M' ↔ ∃ Q : Matrix n n ℤ, M = M' * Q := by
  constructor
  · intro h
    -- each column of `M` is a translation of the supercell `M'`
    have hcol : ∀ j, ∃ x : n → ℤ, M' *ᵥ x = fun i => M i j := fun j =>
      mem_supercellLattice.1 (h (mem_supercellLattice.2 ⟨Pi.single j 1, by ext i; simp⟩))
    choose q hq using hcol
    refine ⟨Matrix.of fun i j => q j i, ?_⟩
    ext i j
    exact (congrFun (hq j) i).symm
  · rintro ⟨Q, rfl⟩ v hv
    obtain ⟨x, rfl⟩ := mem_supercellLattice.1 hv
    exact mem_supercellLattice.2 ⟨Q *ᵥ x, by rw [Matrix.mulVec_mulVec]⟩
```

Taking determinants gives $\det M=\det M'\det Q$, so $\det M'$ divides $\det M$.

```lean
/-- If the lattice of `M` lies inside the lattice of `M'`, then `det M'` divides `det M`. -/
theorem det_dvd_det_of_le {M M' : Matrix n n ℤ}
    (h : supercellLattice M ≤ supercellLattice M') : M'.det ∣ M.det := by
  obtain ⟨Q, rfl⟩ := le_iff_exists_factor.1 h
  exact ⟨Q.det, Matrix.det_mul M' Q⟩
```

## No condition on $\det M$

The main theorem assumes $\det M'\ne0$ but allows $\det M=0$. In that case the columns of $M$ span no cell, but the set $M\mathbb Z^n$ and the question of containment still make sense.

Suppose first that $M\mathbb Z^n\subseteq M'\mathbb Z^n$. Then $M=M'Q$, and

$$\operatorname{adj}(M')M=\operatorname{adj}(M')M'Q=\det(M')\,Q,$$

so $\det M'$ divides every entry. Conversely, if it divides every entry, then for any integer vector $x$ it also divides

$$\bigl(\operatorname{adj}(M')Mx\bigr)_i=\sum_j\bigl(\operatorname{adj}(M')M\bigr)_{ij}x_j .$$

The membership test, applied to $M'$, then puts $Mx$ in $M'\mathbb Z^n$.

The theorem `supercell_containment` states this equivalence, together with the implication from entrywise divisibility to `M'.det ∣ M.det`. In the proof, `Finset.dvd_sum` handles the sum, and `hM'` is used only in the converse, through the membership test.

```lean
/-- Containment criterion for supercells, when `det M' ≠ 0`: `M ℤⁿ` lies inside `M' ℤⁿ` if and only
if `det M'` divides every entry of `adj(M') M`, and in that case `det M'` divides `det M`. -/
theorem supercell_containment (M : Matrix n n ℤ) {M' : Matrix n n ℤ} (hM' : M'.det ≠ 0) :
    (supercellLattice M ≤ supercellLattice M' ↔
      ∀ i j, M'.det ∣ (M'.adjugate * M) i j) ∧
    ((∀ i j, M'.det ∣ (M'.adjugate * M) i j) → M'.det ∣ M.det) := by
  have key : supercellLattice M ≤ supercellLattice M' ↔
      ∀ i j, M'.det ∣ (M'.adjugate * M) i j := by
    constructor
    · intro h i j
      obtain ⟨Q, rfl⟩ := le_iff_exists_factor.1 h
      -- `adj(M') M' Q = det(M') Q`
      refine ⟨Q i j, ?_⟩
      rw [← Matrix.mul_assoc, Matrix.adjugate_mul, Matrix.smul_mul, Matrix.one_mul]
      rfl
    · intro h v hv
      obtain ⟨x, rfl⟩ := mem_supercellLattice.1 hv
      refine (mem_iff_det_dvd hM' _).2 fun i => ?_
      rw [Matrix.mulVec_mulVec]
      show M'.det ∣ ∑ j, (M'.adjugate * M) i j * x j
      exact Finset.dvd_sum fun j _ => Dvd.dvd.mul_right (h i j) _
  exact ⟨key, fun h => det_dvd_det_of_le (key.2 h)⟩
```

## Equal volumes, and what they cannot replace

Two different matrices can describe the same lattice. If the lattices are equal, each determinant divides the other, so $|\det M|=|\det M'|$. Conversely, let $M=M'Q$ with equal absolute determinants. Then $|\det M'|\,|\det Q|=|\det M'|$, and since $\det M'\neq0$, $|\det Q|=1$. Hence $Q^{-1}=\det(Q)\operatorname{adj}(Q)$ is an integer matrix, and $M'=MQ^{-1}$ gives the reverse containment. In Lean, `natAbs` is the absolute value as a natural number, and `IsUnit Q.det` supplies the integer inverse.

Here too $\det M'\ne0$ matters: $M=0$ and $M'=\operatorname{diag}(1,0)$ satisfy the containment and have equal determinants, but their lattices differ.

```lean
/-- If the second of two supercell matrices has nonzero determinant, the two matrices describe the
same lattice exactly when the first lattice lies inside the second and the determinants agree in
absolute value. -/
theorem eq_iff_le_and_natAbs_det_eq (M : Matrix n n ℤ) {M' : Matrix n n ℤ}
    (hM' : M'.det ≠ 0) :
    supercellLattice M = supercellLattice M' ↔
      supercellLattice M ≤ supercellLattice M' ∧ M.det.natAbs = M'.det.natAbs := by
  constructor
  · intro h
    exact ⟨h.le, Nat.dvd_antisymm (Int.natAbs_dvd_natAbs.2 (det_dvd_det_of_le h.ge))
      (Int.natAbs_dvd_natAbs.2 (det_dvd_det_of_le h.le))⟩
  · rintro ⟨hle, hdet⟩
    obtain ⟨Q, rfl⟩ := le_iff_exists_factor.1 hle
    rw [Matrix.det_mul, Int.natAbs_mul] at hdet
    -- the change of basis `Q` is unimodular, hence invertible over the integers
    have hQ : Q.det.natAbs = 1 :=
      Nat.eq_of_mul_eq_mul_left (Int.natAbs_pos.2 hM') (by rw [hdet, mul_one])
    have hu : IsUnit Q.det := Int.isUnit_iff_natAbs_eq.2 hQ
    refine le_antisymm hle (le_iff_exists_factor.2 ⟨Q⁻¹, ?_⟩)
    rw [Matrix.mul_assoc, Matrix.mul_nonsing_inv _ hu, Matrix.mul_one]
```

For a uniform supercell, $M=NI$ with $N$ an integer, the matrix to test is $N\operatorname{adj}(M')$. The proof substitutes this into the main theorem.

```lean
/-- If `det M' ≠ 0`, the lattice of the uniform `N × ⋯ × N` supercell lies inside the lattice of
`M'` exactly when `det M'` divides `N` times every entry of `adj(M')`. -/
theorem uniform_supercell_le_iff (N : ℤ) {M' : Matrix n n ℤ} (hM' : M'.det ≠ 0) :
    supercellLattice (N • (1 : Matrix n n ℤ)) ≤ supercellLattice M' ↔
      ∀ i j, M'.det ∣ N * M'.adjugate i j := by
  rw [(supercell_containment _ hM').1]
  simp only [Matrix.mul_smul, Matrix.mul_one, Matrix.smul_apply, smul_eq_mul]
```

Comparing volumes without assuming containment is not enough. Let $M=\operatorname{diag}(2,1)$ and $M'=\operatorname{diag}(1,2)$, the cells doubled along the first and the second axis. Both determinants are $2$, but $M=M'Q$ would require $1=2Q_{11}$ in the lower right entry, with indices counted from $0$ as in Lean. No integer satisfies this, and `omega` closes the proof.

```lean
/-- Divisibility of determinants does not suffice for containment: the cells doubled along
the first and along the second axis have equal determinants, yet the lattice of the first
does not lie inside that of the second. -/
theorem det_dvd_not_sufficient :
    (!![1, 0; 0, 2] : Matrix (Fin 2) (Fin 2) ℤ).det =
      (!![2, 0; 0, 1] : Matrix (Fin 2) (Fin 2) ℤ).det ∧
    ¬ supercellLattice (!![2, 0; 0, 1] : Matrix (Fin 2) (Fin 2) ℤ) ≤
      supercellLattice !![1, 0; 0, 2] := by
  refine ⟨by simp [Matrix.det_fin_two], fun h => ?_⟩
  obtain ⟨Q, hQ⟩ := le_iff_exists_factor.1 h
  -- the lower right entry would make 1 an even number
  have h11 : (1 : ℤ) = 2 * Q 1 1 := by
    simpa [Matrix.mul_apply, Fin.sum_univ_two] using congrFun (congrFun hQ 1) 1
  omega

end SupercellContainment
```

```lean
#print axioms SupercellContainment.supercell_containment
-- 'SupercellContainment.supercell_containment' depends on axioms: [propext, Classical.choice, Quot.sound]
#print axioms SupercellContainment.eq_iff_le_and_natAbs_det_eq
-- 'SupercellContainment.eq_iff_le_and_natAbs_det_eq' depends on axioms: [propext, Classical.choice, Quot.sound]
#print axioms SupercellContainment.uniform_supercell_le_iff
-- 'SupercellContainment.uniform_supercell_le_iff' depends on axioms: [propext, Classical.choice, Quot.sound]
#print axioms SupercellContainment.det_dvd_not_sufficient
-- 'SupercellContainment.det_dvd_not_sufficient' depends on axioms: [propext, Classical.choice, Quot.sound]
```
